# The zero-loss limit of a hyperbolic transmission formula

The theorem `transmission_tendsto` concerns the transmission formula k / (k cosh(kL) + (a + s) sinh(kL)), where a is the loss rate and k = √(a(a + 2s)). It states that for fixed s ≥ 0 and L > 0 the formula tends to 1/(1 + sL) as a tends to zero from above. The formula is taken as a definition, not derived from a transport model. The proof divides numerator and denominator by k, and finds the limit of the new denominator from cosh(kL) → 1 and sinh(kL)/k → L, the latter being a derivative at k = 0. It then takes the inverse of that limit, and has still to show that this inverse expression equals the transmission formula for every a > 0.

Lean 4 with Mathlib refuses this proof:

```lean
import Mathlib

open Set Filter Topology
open Real (cosh sinh)

namespace TransmissionTendsto

noncomputable section

/-- The decay rate `k = √(a(a + 2s))`, for `a, s ≥ 0`. -/
def decayRate (a s : ℝ) : ℝ := √(a * (a + 2 * s))

/-- The combination `k cosh(kx) + (a + s) sinh(kx)`, with `k` the decay rate. -/
def attenuation (a s x : ℝ) : ℝ :=
  decayRate a s * cosh (decayRate a s * x) + (a + s) * sinh (decayRate a s * x)

/-- The transmission formula `k / (k cosh(kL) + (a + s) sinh(kL))`, for `a > 0`, `s ≥ 0`
and `L > 0`. -/
def transmission (a s L : ℝ) : ℝ := decayRate a s / attenuation a s L

private theorem deriv_sinh (k x : ℝ) :
    HasDerivAt (fun y => sinh (k * y)) (k * cosh (k * x)) x := by
  have h := (Real.hasDerivAt_sinh (k * x)).comp x ((hasDerivAt_id' x).const_mul k)
  exact h.congr_deriv (by ring)

private theorem decayRate_pos {a s : ℝ} (ha : 0 < a) (hs : 0 ≤ s) : 0 < decayRate a s :=
  Real.sqrt_pos.mpr (by positivity)

variable {a s L : ℝ} {F G : ℝ → ℝ}

/-- For `s ≥ 0` and `L > 0`, the transmission formula tends to `1/(1 + sL)` as the loss rate
tends to zero from above. -/
theorem transmission_tendsto (hs : 0 ≤ s) (hL : 0 < L) :
    Tendsto (fun a => transmission a s L) (𝓝[>] 0) (𝓝 (1 / (1 + s * L))) := by
  have hcont : Continuous (fun a => decayRate a s) := by
    unfold decayRate
    fun_prop
  have h0 : Tendsto (fun a => decayRate a s) (𝓝 0) (𝓝 (decayRate 0 s)) := hcont.tendsto 0
  rw [show decayRate 0 s = 0 by simp [decayRate]] at h0
  have hk : Tendsto (fun a => decayRate a s) (𝓝[>] 0) (𝓝 0) :=
    h0.mono_left nhdsWithin_le_nhds
  have hk' : Tendsto (fun a => decayRate a s) (𝓝[>] 0) (𝓝[≠] 0) := by
    refine tendsto_nhdsWithin_iff.mpr ⟨hk, ?_⟩
    filter_upwards [self_mem_nhdsWithin] with a ha
    exact (decayRate_pos ha hs).ne'
  -- sinh(kL)/k tends to L: this is the derivative of sinh(Lk) at k = 0
  have hq := hasDerivAt_iff_tendsto_slope_zero.mp (deriv_sinh L 0)
  simp only [zero_add, mul_zero, Real.sinh_zero, sub_zero, Real.cosh_zero, mul_one,
    smul_eq_mul] at hq
  have hq' : Tendsto (fun a => (decayRate a s)⁻¹ * sinh (L * decayRate a s))
      (𝓝[>] 0) (𝓝 L) := hq.comp hk'
  have hc : Tendsto (fun a => cosh (decayRate a s * L)) (𝓝[>] 0) (𝓝 (cosh (0 * L))) :=
    (Real.continuous_cosh.tendsto _).comp (hk.mul_const L)
  have ha : Tendsto (fun a : ℝ => a + s) (𝓝[>] 0) (𝓝 (0 + s)) :=
    (tendsto_id.mono_left nhdsWithin_le_nhds).add_const s
  have hden := hc.add (ha.mul hq')
  rw [zero_mul, Real.cosh_zero, zero_add] at hden
  have hp : 0 < 1 + s * L := by positivity
  rw [one_div]
  refine (hden.inv₀ hp.ne').congr' ?_
  filter_upwards [self_mem_nhdsWithin] with a ha
  have hk := decayRate_pos ha hs
  have e : attenuation a s L = decayRate a s * (cosh (decayRate a s * L)
      + (a + s) * ((decayRate a s)⁻¹ * sinh (L * decayRate a s))) := by
    rw [mul_comm L, attenuation]
    field_simp
  rw [transmission, e, div_eq_mul_inv, mul_inv, ← mul_assoc, mul_inv_cancel₀ hk.ne', one_mul]

end

end TransmissionTendsto
```

Compiling this gives:

```
Main.lean:67:61: error: Tactic `rewrite` failed: Did not find an occurrence of the pattern
  decayRate a s * (decayRate a s)⁻¹
in the target expression
  (cosh (decayRate a s * L) + (a + s) * (decayRate a s)⁻¹ * sinh (L * decayRate a s))⁻¹ =
    decayRate a s *
      ((decayRate a s)⁻¹ * (cosh (decayRate a s * L) + (a + s) * (decayRate a s)⁻¹ * sinh (L * decayRate a s))⁻¹)

s L : ℝ
hs : 0 ≤ s
hL : 0 < L
hcont : Continuous fun a => decayRate a s
h0 : Tendsto (fun a => decayRate a s) (𝓝 0) (𝓝 0)
hk✝ : Tendsto (fun a => decayRate a s) (𝓝[>] 0) (𝓝 0)
hk' : Tendsto (fun a => decayRate a s) (𝓝[>] 0) (𝓝[≠] 0)
hq : Tendsto (fun t => t⁻¹ * sinh (L * t)) (𝓝[≠] 0) (𝓝 L)
hq' : Tendsto (fun a => (decayRate a s)⁻¹ * sinh (L * decayRate a s)) (𝓝[>] 0) (𝓝 L)
hc : Tendsto (fun a => cosh (decayRate a s * L)) (𝓝[>] 0) (𝓝 (cosh (0 * L)))
ha✝ : Tendsto (fun a => a + s) (𝓝[>] 0) (𝓝 (0 + s))
hden :
  Tendsto (fun x => cosh (decayRate x s * L) + (x + s) * ((decayRate x s)⁻¹ * sinh (L * decayRate x s))) (𝓝[>] 0)
    (𝓝 (1 + s * L))
hp : 0 < 1 + s * L
a : ℝ
ha : a ∈ Ioi 0
hk : 0 < decayRate a s
e :
  attenuation a s L =
    decayRate a s * (cosh (decayRate a s * L) + (a + s) * ((decayRate a s)⁻¹ * sinh (L * decayRate a s)))
⊢ (cosh (decayRate a s * L) + (a + s) * (decayRate a s)⁻¹ * sinh (L * decayRate a s))⁻¹ =
    decayRate a s *
      ((decayRate a s)⁻¹ * (cosh (decayRate a s * L) + (a + s) * (decayRate a s)⁻¹ * sinh (L * decayRate a s))⁻¹)
```

Fix (accepted with no message):

```diff
@@ -65,5 +65,5 @@
     rw [mul_comm L, attenuation]
     field_simp
-  rw [transmission, e, div_eq_mul_inv, mul_inv, ← mul_assoc, mul_inv_cancel₀ hk.ne', one_mul]
+  rw [transmission, e, div_eq_mul_inv, mul_inv, mul_inv_cancel_left₀ hk.ne']
 
 end
```

Cause. The error is in the last line, where a factor k = `decayRate a s` has to be cancelled. After `mul_inv`, the right-hand side has the form k * (k⁻¹ * D⁻¹), where D is the denominator divided by k. The rewrite `← mul_assoc` was meant to regroup this as k * k⁻¹ * D⁻¹. But `rw` settles on the first match it finds and rewrites only the instances of that one. Here the match was the product `(a + s) * ((decayRate a s)⁻¹ * sinh (L * decayRate a s))` inside D, which the message shows regrouped on both sides of the equation. The outer product kept its brackets, so `mul_inv_cancel₀` found no `decayRate a s * (decayRate a s)⁻¹` to rewrite.

The repair uses `mul_inv_cancel_left₀`, which says that k * (k⁻¹ * b) = b for nonzero k. This fits the outer product as it stands, so no regrouping is needed and D is left alone. It also removes the factor k * k⁻¹ altogether, so `one_mul` is no longer needed. The two sides are then identical, and `rw` closes the goal by reflexivity.
